# For a radial momentum density with a $q^{-6}$ tail, the norm beyond a cutoff energy $E$ falls as $E^{-5/2}$ and the kinetic energy as $E^{-3/2}$

A plane-wave calculation keeps the waves whose kinetic energy lies below a cutoff $E$. In nonrelativistic theory with a point nucleus, an all-electron s orbital has a cusp at the nucleus, and its momentum amplitude falls only as $q^{-4}$, so every finite cutoff removes part of it. Pseudopotentials of the Kerker and Troullier-Martins kind replace the orbital near the nucleus by a smooth function without the cusp. How much norm, and how much kinetic energy, does the cutoff remove if the cusp stays?

In atomic units, let $w(q)$ be the radial momentum density, with the factor $4\pi q^2$ included. An amplitude falling as $q^{-4}$ then gives $w\sim q^{-6}$. With $Q=\sqrt{2E}$, the missing norm and missing kinetic energy are

$$N(Q)=\int_Q^\infty w\,dq,\qquad T(Q)=\int_Q^\infty \tfrac{q^2}{2}\,w\,dq .$$

```lean
import Mathlib

open MeasureTheory Filter Set
open scoped Topology Real

namespace PlaneWaveCutoffTails

noncomputable section
```

These are `missingNorm` and `missingKinetic`; `Ioi Q` is the interval $(Q,\infty)$.

```lean
/-- The norm carried by momenta above the cutoff `Q`, for a radial momentum density `w`. -/
def missingNorm (w : ℝ → ℝ) (Q : ℝ) : ℝ := ∫ q in Ioi Q, w q

/-- The kinetic energy (atomic units) carried by momenta above the cutoff `Q`. -/
def missingKinetic (w : ℝ → ℝ) (Q : ℝ) : ℝ := ∫ q in Ioi Q, q ^ 2 / 2 * w q
```

For hydrogen 1s the amplitude is $\phi(q)=2\sqrt2/(\pi(1+q^2)^2)$, and $w=4\pi q^2|\phi|^2$ gives the density below.

```lean
/-- The radial momentum density of the hydrogen 1s state, in atomic units. -/
def hydrogen1s (q : ℝ) : ℝ := 32 * q ^ 2 / (π * (1 + q ^ 2) ^ 4)
```

The general theorems take `w` to be any real function satisfying the hypotheses discussed next. They require neither positivity nor normalisation. The orbital is fixed and merely truncated: its re-optimisation in the finite basis, and hence the total-energy error, is not described.

## A positive cutoff, $Q>0$

Physically, some low-momentum waves are kept. By hand, the condition enters when a pure power is integrated. For a natural number $n$,

$$\int_Q^\infty \frac{dq}{q^{n+2}}=\left[-\frac{1}{(n+1)q^{n+1}}\right]_Q^\infty=\frac{1}{(n+1)Q^{n+1}} .$$

At $Q=0$ this integral diverges. The two lemmas establish integrability and the value by converting the inverse natural power to a real power, for which Mathlib has the integral.

```lean
/-- The inverse power `q^(-(n+2))` is integrable above any positive cutoff. -/
theorem integrable_inv_pow (n : ℕ) {Q : ℝ} (hQ : 0 < Q) :
    Integrable (fun q : ℝ => (q ^ (n + 2))⁻¹) (volume.restrict (Ioi Q)) := by
  have hn : (0 : ℝ) ≤ n := n.cast_nonneg
  have h := integrableOn_Ioi_rpow_of_lt (a := -((n + 2 : ℕ) : ℝ))
    (by push_cast; linarith) hQ
  refine IntegrableOn.congr_fun h (fun q hq => ?_) measurableSet_Ioi
  have hq' : Q < q := hq
  change q ^ (-((n + 2 : ℕ) : ℝ)) = (q ^ (n + 2))⁻¹
  rw [Real.rpow_neg (hQ.trans hq').le, Real.rpow_natCast]

/-- The integral of `q^(-(n+2))` above a positive cutoff `Q` is `1/((n+1) Q^(n+1))`. -/
theorem integral_inv_pow (n : ℕ) {Q : ℝ} (hQ : 0 < Q) :
    ∫ q in Ioi Q, (q ^ (n + 2))⁻¹ = 1 / (((n : ℝ) + 1) * Q ^ (n + 1)) := by
  have hn : (0 : ℝ) ≤ n := n.cast_nonneg
  have h := integral_Ioi_rpow_of_lt (a := -((n + 2 : ℕ) : ℝ))
    (by push_cast; linarith) hQ
  have hc : ∫ q in Ioi Q, (q ^ (n + 2))⁻¹ = ∫ q in Ioi Q, q ^ (-((n + 2 : ℕ) : ℝ)) := by
    refine setIntegral_congr_fun measurableSet_Ioi (fun q hq => ?_)
    have hq' : Q < q := hq
    change (q ^ (n + 2))⁻¹ = q ^ (-((n + 2 : ℕ) : ℝ))
    rw [Real.rpow_neg (hQ.trans hq').le, Real.rpow_natCast]
  have he : -((n + 2 : ℕ) : ℝ) + 1 = -((n + 1 : ℕ) : ℝ) := by push_cast; ring
  rw [hc, h, he, Real.rpow_neg hQ.le, Real.rpow_natCast, neg_div_neg_eq]
  push_cast
  field_simp
```

The limit theorems need no such hypothesis, because their proofs look only at cutoffs $Q\ge1$.

## A measurable density, and a limit for $q^6w(q)$

Measurability (`hw`) is a mild regularity condition, which every continuous density satisfies, hydrogen's included. The proof uses it to show that the difference between the density and a pure power is integrable. Without it the tail integral may be undefined, and Lean then gives it the value 0.

The physical content lies in the second hypothesis, $q^6w(q)\to C$. The constant $C$ is the coefficient of the $q^{-6}$ tail, and it measures the cusp. For a bound s orbital $\psi(r)$ that is smooth away from the nucleus, $C=32\,|\psi'(0)|^2$, where $\psi'(0)$ is the radial slope at the nucleus; this relation is not proved in the code. The general theorems assume the $q^{-6}$ decay and do not derive it from a Schrödinger equation.

By hand, take any $f$ with $q^{n+2}f(q)\to C$. Given $\varepsilon>0$, choose $R$ so that $|q^{n+2}f(q)-C|<\varepsilon/2$ for $q\ge R$. Dividing by $q^{n+2}$ gives, above any $Q\ge\max(R,1)$,

$$\left|f(q)-\frac{C}{q^{n+2}}\right|\le\frac{\varepsilon}{2}\,\frac{1}{q^{n+2}} .$$

Integrating both sides over $(Q,\infty)$ and multiplying by $Q^{n+1}$ gives

$$\left|Q^{n+1}\int_Q^\infty f\,dq-\frac{C}{n+1}\right|\le\frac{\varepsilon}{2(n+1)}<\varepsilon .$$

In the proof, `hb` is the pointwise estimate, `hle` its integrated form, and `hsplit` separates the pure power from the remainder. The final `calc` is the last display.

```lean
/-- If `f` is measurable and `q^(n+2) f(q)` tends to `C`, then `Q^(n+1)` times the integral of `f`
above `Q` tends to `C/(n+1)`. -/
theorem tail_of_power_decay (n : ℕ) {f : ℝ → ℝ} (hf : Measurable f) {C : ℝ}
    (h : Tendsto (fun q => q ^ (n + 2) * f q) atTop (𝓝 C)) :
    Tendsto (fun Q => Q ^ (n + 1) * ∫ q in Ioi Q, f q) atTop (𝓝 (C / ((n : ℝ) + 1))) := by
  rw [Metric.tendsto_atTop] at h ⊢
  intro ε hε
  obtain ⟨R, hR⟩ := h (ε / 2) (half_pos hε)
  refine ⟨max R 1, fun Q hQ => ?_⟩
  have hQR : R ≤ Q := (le_max_left _ _).trans hQ
  have hQ0 : 0 < Q := lt_of_lt_of_le one_pos ((le_max_right _ _).trans hQ)
  have hn : (0 : ℝ) ≤ n := n.cast_nonneg
  have hP : 0 < Q ^ (n + 1) := pow_pos hQ0 _
  have hint := integrable_inv_pow n hQ0
  -- above the cutoff, `f` differs from the pure power by a small multiple of it
  have hb : ∀ q ∈ Ioi Q, ‖f q - C * (q ^ (n + 2))⁻¹‖ ≤ ε / 2 * (q ^ (n + 2))⁻¹ := by
    intro q hq
    have hq' : Q < q := hq
    have hq0 : q ≠ 0 := (hQ0.trans hq').ne'
    have hp : 0 < q ^ (n + 2) := pow_pos (hQ0.trans hq') _
    have h1 := (hR q (hQR.trans hq'.le)).le
    rw [Real.dist_eq] at h1
    have h2 : f q - C * (q ^ (n + 2))⁻¹ = (q ^ (n + 2) * f q - C) * (q ^ (n + 2))⁻¹ := by
      field_simp
    rw [h2, norm_mul, Real.norm_eq_abs, Real.norm_eq_abs, abs_of_pos (inv_pos.mpr hp)]
    exact mul_le_mul_of_nonneg_right h1 (inv_pos.mpr hp).le
  have hae := (ae_restrict_iff' (μ := volume) measurableSet_Ioi).2 (ae_of_all _ hb)
  have hm : Measurable (fun q : ℝ => f q - C * (q ^ (n + 2))⁻¹) := by fun_prop
  have hd := Integrable.mono' (hint.const_mul (ε / 2)) hm.aestronglyMeasurable hae
  have hle := norm_integral_le_of_norm_le (hint.const_mul (ε / 2)) hae
  rw [integral_const_mul, integral_inv_pow n hQ0, Real.norm_eq_abs] at hle
  have hsplit : ∫ q in Ioi Q, f q = (∫ q in Ioi Q, (f q - C * (q ^ (n + 2))⁻¹))
      + C * (1 / (((n : ℝ) + 1) * Q ^ (n + 1))) := by
    rw [← integral_inv_pow n hQ0, ← integral_const_mul, ← integral_add hd (hint.const_mul C)]
    simp only [sub_add_cancel]
  have h3 : Q ^ (n + 1) * (C * (1 / (((n : ℝ) + 1) * Q ^ (n + 1)))) = C / ((n : ℝ) + 1) := by
    field_simp
  rw [Real.dist_eq, hsplit, mul_add, h3, add_sub_cancel_right, abs_mul, abs_of_pos hP]
  calc Q ^ (n + 1) * |∫ q in Ioi Q, (f q - C * (q ^ (n + 2))⁻¹)|
      ≤ Q ^ (n + 1) * (ε / 2 * (1 / (((n : ℝ) + 1) * Q ^ (n + 1)))) :=
        mul_le_mul_of_nonneg_left hle hP.le
    _ = ε / 2 / ((n : ℝ) + 1) := by field_simp
    _ ≤ ε / 2 := div_le_self (by positivity) (by linarith)
    _ < ε := half_lt_self hε
```

For the norm, take $f=w$ and $n=4$, so that $Q^5N(Q)\to C/5$. For the kinetic energy, take $f=q^2w/2$. Then $q^4f=q^6w/2\to C/2$, and $n=2$ gives $Q^3T(Q)\to C/6$. The factor $q^2$ costs two powers of $Q$.

```lean
/-- For a measurable density with `q^6 w(q)` tending to `C`, the missing norm times `Q^5` tends to
`C/5` and the missing kinetic energy times `Q^3` tends to `C/6`. -/
theorem missing_tails {w : ℝ → ℝ} (hw : Measurable w) {C : ℝ}
    (h : Tendsto (fun q => q ^ 6 * w q) atTop (𝓝 C)) :
    Tendsto (fun Q => Q ^ 5 * missingNorm w Q) atTop (𝓝 (C / 5)) ∧
    Tendsto (fun Q => Q ^ 3 * missingKinetic w Q) atTop (𝓝 (C / 6)) := by
  constructor
  · have e : C / 5 = C / (((4 : ℕ) : ℝ) + 1) := by norm_num
    rw [e]
    exact tail_of_power_decay 4 hw h
  · have e : C / 6 = C / 2 / (((2 : ℕ) : ℝ) + 1) := by
      rw [div_div]; norm_num
    have h' : Tendsto (fun q => q ^ (2 + 2) * (q ^ 2 / 2 * w q)) atTop (𝓝 (C / 2)) :=
      (h.div_const 2).congr (fun q => by ring)
    rw [e]
    exact tail_of_power_decay 2 (by fun_prop) h'
```

Now substitute $Q=\sqrt2\,\sqrt E$. Since $Q^5=4\sqrt2\,E^{5/2}$ and $Q^3=2\sqrt2\,E^{3/2}$,

$$E^{5/2}N\to\frac{C}{20\sqrt2},\qquad E^{3/2}T\to\frac{C}{12\sqrt2} .$$

The code writes $E^{5/2}$ as `√E ^ 5`. It composes the previous limits with $E\mapsto\sqrt{2E}$, which tends to infinity, and divides by the powers of $\sqrt2$.

```lean
/-- For a measurable density with `q^6 w(q)` tending to `C`, and in terms of the cutoff energy `E =
Q^2/2`, the missing norm times `E^(5/2)` tends to `C/(20 √2)` and the missing kinetic energy times
`E^(3/2)` tends to `C/(12 √2)`. -/
theorem cutoff_energy_scaling {w : ℝ → ℝ} (hw : Measurable w) {C : ℝ}
    (h : Tendsto (fun q => q ^ 6 * w q) atTop (𝓝 C)) :
    Tendsto (fun E => √E ^ 5 * missingNorm w √(2 * E)) atTop (𝓝 (C / (20 * √2))) ∧
    Tendsto (fun E => √E ^ 3 * missingKinetic w √(2 * E)) atTop (𝓝 (C / (12 * √2))) := by
  have hs : Tendsto (fun E : ℝ => √(2 * E)) atTop atTop :=
    Real.tendsto_sqrt_atTop.comp (tendsto_id.const_mul_atTop two_pos)
  have h2 : √(2 : ℝ) ^ 2 = 2 := Real.sq_sqrt (by norm_num)
  have hne : √(2 : ℝ) ≠ 0 := by positivity
  have h3 : √(2 : ℝ) ^ 3 = 2 * √2 := by rw [pow_succ, h2]
  have h5 : √(2 : ℝ) ^ 5 = 4 * √2 := by
    linear_combination (√(2 : ℝ) ^ 3 + 2 * √2) * h2
  obtain ⟨hN, hT⟩ := missing_tails hw h
  constructor
  · have e : C / (20 * √2) = C / 5 / √2 ^ 5 := by
      rw [h5, div_div]; congr 1; ring
    rw [e]
    refine ((hN.comp hs).div_const (√2 ^ 5)).congr (fun E => ?_)
    simp only [Function.comp_apply]
    rw [Real.sqrt_mul (by norm_num : (0 : ℝ) ≤ 2) E, mul_pow, mul_assoc,
      mul_div_cancel_left₀ _ (pow_ne_zero 5 hne)]
  · have e : C / (12 * √2) = C / 6 / √2 ^ 3 := by
      rw [h3, div_div]; congr 1; ring
    rw [e]
    refine ((hT.comp hs).div_const (√2 ^ 3)).congr (fun E => ?_)
    simp only [Function.comp_apply]
    rw [Real.sqrt_mul (by norm_num : (0 : ℝ) ≤ 2) E, mul_pow, mul_assoc,
      mul_div_cancel_left₀ _ (pow_ne_zero 3 hne)]
```

If the decay hypothesis fails, so can the conclusion. A tail $w\sim q^{-4}$ gives a missing kinetic energy of order $1/Q$, and for $w\sim q^{-3}$ the kinetic energy is infinite. A tail $(2+\cos\ln q)/q^6$ has the right size, but $Q^5N(Q)$ oscillates for ever.

## A cusp that is really there, $C\neq0$

The limits above also hold for $C=0$, where they say only that the errors vanish faster than the stated powers. This is the situation of a pseudo-orbital whose amplitude decays faster than $q^{-4}$. To compare the two errors by dividing these limits, one needs $C\ne0$, so that the $q^{-6}$ tail is present. Then

$$\frac{T}{E\,N}=\frac{E^{3/2}T}{E^{5/2}N}\longrightarrow\frac{C/(12\sqrt2)}{C/(20\sqrt2)}=\frac53 .$$

Thus, in the limit of a high cutoff, the missing part carries on average $5/3$ of the cutoff energy per unit of norm. By hand and in Lean, $C\ne0$ is used to divide by the limit of $E^{5/2}N$ and to cancel $C$. The proof then identifies the two quotients for $E>0$, which suffices for a limit at infinity.

```lean
/-- For a measurable density with `q^6 w(q)` tending to a nonzero `C`, the missing kinetic energy
divided by the cutoff energy times the missing norm tends to `5/3`. -/
theorem kinetic_per_missing_norm {w : ℝ → ℝ} (hw : Measurable w) {C : ℝ} (hC : C ≠ 0)
    (h : Tendsto (fun q => q ^ 6 * w q) atTop (𝓝 C)) :
    Tendsto (fun E => missingKinetic w √(2 * E) / (E * missingNorm w √(2 * E)))
      atTop (𝓝 (5 / 3)) := by
  obtain ⟨hN, hT⟩ := cutoff_energy_scaling hw h
  have hne : √(2 : ℝ) ≠ 0 := by positivity
  have e : (5 / 3 : ℝ) = C / (12 * √2) / (C / (20 * √2)) := by
    rw [div_div_div_cancel_left' _ _ hC, mul_div_mul_right _ _ hne]
    norm_num
  rw [e]
  refine (hT.div hN (div_ne_zero hC (by positivity))).congr' ?_
  filter_upwards [eventually_gt_atTop (0 : ℝ)] with E hE
  have h5 : √E ^ 5 = √E ^ 3 * E := by
    linear_combination √E ^ 3 * Real.sq_sqrt hE.le
  have h0 : √E ^ 3 ≠ 0 := pow_ne_zero 3 (Real.sqrt_pos.mpr hE).ne'
  simp only [Pi.div_apply]
  rw [h5, mul_assoc, mul_div_mul_left _ _ h0]
```

With $C=0$ the ratio can have another limit: a tail $w=q^{-8}$ gives $7/5$.

## Hydrogen 1s satisfies the hypotheses

For hydrogen the decay is computed:

$$q^6w(q)=\frac{32}{\pi}\left(\frac{q^2}{1+q^2}\right)^4\longrightarrow\frac{32}{\pi} .$$

The proof writes $q^2/(1+q^2)$ as $1-(1+q^2)^{-1}$ and lets the second term vanish.

```lean
/-- For the hydrogen 1s density, `q^6 w(q)` tends to `32/π`. -/
theorem hydrogen1s_decay :
    Tendsto (fun q => q ^ 6 * hydrogen1s q) atTop (𝓝 (32 / π)) := by
  have h0 : Tendsto (fun q : ℝ => (1 + q ^ 2)⁻¹) atTop (𝓝 0) :=
    tendsto_inv_atTop_zero.comp
      (tendsto_atTop_add_const_left _ 1 (tendsto_pow_atTop two_ne_zero))
  have h1 := (((tendsto_const_nhds (x := (1 : ℝ))).sub h0).pow 4).const_mul (32 / π)
  rw [sub_zero, one_pow, mul_one] at h1
  refine h1.congr (fun q => ?_)
  have hne : 1 + q ^ 2 ≠ 0 := by positivity
  have h2 : 1 - (1 + q ^ 2)⁻¹ = q ^ 2 / (1 + q ^ 2) := by
    rw [eq_div_iff hne, sub_mul, inv_mul_cancel₀ hne]; ring
  unfold hydrogen1s
  rw [h2, div_pow, div_mul_div_comm, ← mul_div_assoc]
  congr 1
  ring
```

There is also a bound at every positive cutoff, with no limit taken. Because $1+q^2\ge q^2$,

$$\frac{q^2}{2}w(q)=\frac{16q^4}{\pi(1+q^2)^4}\le\frac{16}{\pi q^4},\qquad\text{so}\qquad T(Q)\le\frac{16}{3\pi Q^3} .$$

In the proof, `hb` is the pointwise inequality; monotonicity of the integral and the exact power integral do the rest. Here $Q>0$ is an explicit hypothesis, since the bounding function is not integrable down to zero.

```lean
/-- At every cutoff `Q > 0` the missing kinetic energy of hydrogen 1s is at most
`16/(3 π Q^3)`. -/
theorem hydrogen1s_kinetic_bound {Q : ℝ} (hQ : 0 < Q) :
    missingKinetic hydrogen1s Q ≤ 16 / (3 * π * Q ^ 3) := by
  have hpi := Real.pi_pos
  have hb : ∀ q ∈ Ioi Q, q ^ 2 / 2 * hydrogen1s q ≤ 16 / π * (q ^ (2 + 2))⁻¹ := by
    intro q hq
    have hq' : Q < q := hq
    have hq0 : 0 < q := hQ.trans hq'
    have h8 : (q ^ 2) ^ 4 ≤ (1 + q ^ 2) ^ 4 :=
      pow_le_pow_left₀ (by positivity) (by linarith) 4
    have h9 := mul_le_mul_of_nonneg_left h8 (by positivity : 0 ≤ 16 * π)
    have e1 : q ^ 2 / 2 * hydrogen1s q = 16 * q ^ 4 / (π * (1 + q ^ 2) ^ 4) := by
      unfold hydrogen1s; ring
    rw [e1, ← div_eq_mul_inv, div_div, div_le_div_iff₀ (by positivity) (by positivity)]
    calc 16 * q ^ 4 * (π * q ^ (2 + 2)) = 16 * π * (q ^ 2) ^ 4 := by ring
      _ ≤ 16 * π * (1 + q ^ 2) ^ 4 := h9
      _ = 16 * (π * (1 + q ^ 2) ^ 4) := by ring
  calc missingKinetic hydrogen1s Q ≤ ∫ q in Ioi Q, 16 / π * (q ^ (2 + 2))⁻¹ :=
        integral_mono_of_nonneg
          (ae_of_all _ fun q => by
            change 0 ≤ q ^ 2 / 2 * hydrogen1s q
            unfold hydrogen1s; positivity)
          ((integrable_inv_pow 2 hQ).const_mul _)
          ((ae_restrict_iff' measurableSet_Ioi).2 (ae_of_all _ hb))
    _ = 16 / (3 * π * Q ^ 3) := by
        rw [integral_const_mul, integral_inv_pow 2 hQ, div_mul_div_comm,
          div_eq_div_iff (by positivity) (by positivity)]
        push_cast
        ring
```

With $C=32/\pi$, the general results give $Q^3T(Q)\to16/(3\pi)$ and the ratio $5/3$. The first part of `missing_tails`, applied to `hydrogen1s_decay`, likewise gives $Q^5N(Q)\to32/(5\pi)$.

```lean
/-- For hydrogen 1s, the missing kinetic energy times `Q^3` tends to `16/(3π)`, and its ratio to
the cutoff energy `E = Q^2/2` times the missing norm tends to `5/3`. -/
theorem hydrogen1s_missing_kinetic :
    Tendsto (fun Q => Q ^ 3 * missingKinetic hydrogen1s Q) atTop (𝓝 (16 / (3 * π))) ∧
    Tendsto (fun E => missingKinetic hydrogen1s √(2 * E) /
      (E * missingNorm hydrogen1s √(2 * E))) atTop (𝓝 (5 / 3)) := by
  have hpi := Real.pi_pos
  have hm : Measurable hydrogen1s := by unfold hydrogen1s; fun_prop
  have e : 16 / (3 * π) = 32 / π / 6 := by
    rw [div_div, div_eq_div_iff (by positivity) (by positivity)]; ring
  rw [e]
  exact ⟨(missing_tails hm hydrogen1s_decay).2,
    kinetic_per_missing_norm hm (by positivity) hydrogen1s_decay⟩

end

end PlaneWaveCutoffTails
```

```lean
#print axioms PlaneWaveCutoffTails.kinetic_per_missing_norm
#print axioms PlaneWaveCutoffTails.hydrogen1s_kinetic_bound
#print axioms PlaneWaveCutoffTails.hydrogen1s_missing_kinetic
```

```
'PlaneWaveCutoffTails.kinetic_per_missing_norm' depends on axioms: [propext, Classical.choice, Quot.sound]
'PlaneWaveCutoffTails.hydrogen1s_kinetic_bound' depends on axioms: [propext, Classical.choice, Quot.sound]
'PlaneWaveCutoffTails.hydrogen1s_missing_kinetic' depends on axioms: [propext, Classical.choice, Quot.sound]
```

## Hydrogen at a cutoff of 50 hartree

Take $E=50$ hartree, so $Q=10$. The bound gives

$$T\le\frac{16}{3\pi\cdot1000}\approx1.70\times10^{-3}\ \text{hartree},$$

about $0.046$ eV. Expanding the integrand one order further lowers this by the fraction $12/(5Q^2)=2.4\%$, to about $1.66\times10^{-3}$ hartree. The leading estimate of the missing norm is $32/(5\pi\cdot10^5)\approx2.04\times10^{-5}$. The norm looks converged well before the kinetic energy does.

In the asymptotic regime, doubling $E$ divides the missing norm by $2^{5/2}\approx5.7$ but the missing kinetic energy by only $2^{3/2}\approx2.8$. A tenfold reduction of the latter needs a cutoff $10^{2/3}\approx4.6$ times higher.

In a code, the same quantities can be obtained for one orbital by transforming it from the radial grid to momentum space, accumulating $w$ and $q^2w/2$ up to $Q$, and subtracting from the full norm and kinetic energy. For a single fixed orbital with a cusp, the $E^{-3/2}$ law shows how slowly a plane-wave expansion recovers the kinetic energy, a cost that smooth pseudo-orbitals reduce.
